# The cyclic three-overlap sum of N unit vectors in Cⁿ is at least N³/n²

Suppose that the identity on an n-dimensional space is to be replaced by (n/N) Σ_j u_j u_j†, built from N ≥ 1 states. Is the replacement exact? For normalised states the overlaps alone decide it. Form the cyclic products ⟨u_i,u_j⟩⟨u_j,u_k⟩⟨u_k,u_i⟩, sum them over all i, j, k, and compare the total with N³/n². The total is real and never smaller, and the two agree exactly when the replacement is an identity.

Each cyclic product is unchanged when the states are multiplied by arbitrary phases. Where it is nonzero, its argument is, up to a sign convention, the discrete Berry phase of the triangle i, j, k. The comparison therefore needs no gauge fixing.

## States, overlaps and the triple sum

The labels of the states form a finite type `ι` with N elements, and the basis labels form a finite type `m` with n elements. A state is its list of components, a function `m → ℂ`.

```lean
import Mathlib

open Matrix

namespace ThirdOrderFrameBound

noncomputable section

variable {ι m : Type*} [Fintype ι] [Fintype m]
```

The overlap is conjugate-linear in its first argument:

⟨x,y⟩ = Σ_a x_a* y_a.

This formula takes the basis to be orthonormal. Passing from physical wavefunctions to coefficients in a finite orthonormal basis is the step that the hypotheses leave to the user. For states confined to a subspace, n is the dimension of that subspace only if the coefficients refer to a basis of it.

```lean
/-- The overlap `⟨x, y⟩` of two state vectors, conjugate-linear in the first. -/
def overlap (x y : m → ℂ) : ℂ := star x ⬝ᵥ y
```

The triple sum T runs over all ordered triples, including those with repeated labels:

T = Σ_ijk ⟨u_i,u_j⟩⟨u_j,u_k⟩⟨u_k,u_i⟩.

```lean
/-- The sum of the three-point cyclic overlap products over all triples of states. -/
def tripleSum (u : ι → m → ℂ) : ℂ :=
  ∑ i, ∑ j, ∑ k, overlap (u i) (u j) * overlap (u j) (u k) * overlap (u k) (u i)
```

## The frame operator and its defect

The sum of the outer products u_j u_j†, which are projectors when the states are normalised, is the frame operator

S = Σ_j u_j u_j†.

In electronic structure the letter S usually denotes the overlap matrix; here it is an n × n operator on the state space.

```lean
/-- The frame operator `S = ∑ⱼ uⱼ uⱼ†`. -/
def frameOp (u : ι → m → ℂ) : Matrix m m ℂ := ∑ j, vecMulVec (u j) (star (u j))
```

Its deviation from the required multiple of the identity is

D = S − c·1, with c = N/n.

```lean
/-- The defect `D = S - (N/n) 1` of `N` states in dimension `n`, for `n ≥ 1`. -/
def frameDefect [DecidableEq m] (u : ι → m → ℂ) : Matrix m m ℂ :=
  frameOp u - ((Fintype.card ι : ℂ) / (Fintype.card m : ℂ)) • (1 : Matrix m m ℂ)
```

## Inserting S sums over intermediate states

Acting on a vector y, the frame operator gives S y = Σ_j ⟨u_j,y⟩ u_j. Taking the overlap with x,

⟨x,S y⟩ = Σ_j ⟨x,u_j⟩⟨u_j,y⟩.

The auxiliary statement `h` is the formula for S y, obtained component by component after exchanging two finite sums.

```lean
/-- A matrix element of the frame operator is a sum over intermediate states. -/
theorem overlap_frameOp (u : ι → m → ℂ) (x y : m → ℂ) :
    overlap x (frameOp u *ᵥ y) = ∑ j, overlap x (u j) * overlap (u j) y := by
  have h : frameOp u *ᵥ y = ∑ j, overlap (u j) y • u j := by
    ext a
    simp only [frameOp, overlap, mulVec, dotProduct, Matrix.sum_apply, vecMulVec_apply,
      Finset.sum_apply, Pi.smul_apply, smul_eq_mul, Finset.sum_mul]
    rw [Finset.sum_comm]
    exact Finset.sum_congr rfl fun j _ => Finset.sum_congr rfl fun b _ => by ring
  rw [h, overlap, dotProduct_sum]
  refine Finset.sum_congr rfl fun j _ => ?_
  rw [dotProduct_smul, smul_eq_mul, mul_comm]
  rfl
```

For any matrix A, linearity and the cyclic property of the trace give

tr(A S) = Σ_j tr(A u_j u_j†) = Σ_j ⟨u_j,A u_j⟩.

```lean
/-- The trace of a matrix `A` times the frame operator is the sum of the diagonal elements
`⟨uⱼ, A uⱼ⟩`. -/
theorem trace_mul_frameOp (u : ι → m → ℂ) (A : Matrix m m ℂ) :
    (A * frameOp u).trace = ∑ j, overlap (u j) (A *ᵥ u j) := by
  rw [frameOp, Finset.mul_sum, trace_sum]
  refine Finset.sum_congr rfl fun j _ => ?_
  rw [mul_vecMulVec, trace_vecMulVec, dotProduct_comm]
  rfl
```

Now set A = S² and insert the sum over intermediate states twice:

tr S³ = Σ_i ⟨u_i,S S u_i⟩
= Σ_ij ⟨u_i,u_j⟩⟨u_j,S u_i⟩
= Σ_ijk ⟨u_i,u_j⟩⟨u_j,u_k⟩⟨u_k,u_i⟩ = T.

The two uses of `overlap_frameOp` are these two insertions. Normalisation has not been needed so far.

```lean
/-- The triple sum is the trace of the third power of the frame operator. -/
theorem tripleSum_eq_trace (u : ι → m → ℂ) :
    tripleSum u = (frameOp u * frameOp u * frameOp u).trace := by
  rw [trace_mul_frameOp, tripleSum]
  refine Finset.sum_congr rfl fun i _ => ?_
  rw [← mulVec_mulVec, overlap_frameOp]
  refine Finset.sum_congr rfl fun j _ => ?_
  rw [overlap_frameOp, Finset.mul_sum]
  exact Finset.sum_congr rfl fun k _ => by ring
```

## An exact formula for the excess over N³/n²

Each u_j u_j† is Hermitian and c is real, so D† = D.

```lean
/-- The frame defect is Hermitian. -/
theorem frameDefect_isHermitian [DecidableEq m] (u : ι → m → ℂ) :
    (frameDefect u).IsHermitian := by
  have hS : (frameOp u)ᴴ = frameOp u := by
    ext a b
    simp [frameOp, conjTranspose_apply, Matrix.sum_apply, vecMulVec_apply, mul_comm]
  change (frameDefect u)ᴴ = frameDefect u
  simp [frameDefect, conjTranspose_sub, conjTranspose_smul, hS]
```

Expanding the powers of D = S − c·1 gives

D² S = S³ − 2c S² + c² S,
2c D² = 2c S² − 4c² S + 2c³·1.

Adding the two lines and solving for S³,

S³ = D² S + 2c D² + 3c² S − 2c³·1.

Four traces are needed. Normalisation gives tr S = Σ_j ⟨u_j,u_j⟩ = N, and tr 1 = n. Because D is Hermitian, the other two are sums of squares:

tr(D² S) = Σ_j ⟨u_j,D² u_j⟩ = Σ_j ⟨D u_j,D u_j⟩ = Σ_j ‖D u_j‖²,
tr D² = Σ_ab D_ab D_ba = Σ_ab |D_ab|².

The remaining terms combine to 3c² N − 2c³ n = 3N³/n² − 2N³/n² = N³/n². Hence

T = N³/n² + Σ_j ‖D u_j‖² + 2(N/n) Σ_ab |D_ab|².

In the theorem, `hu` states that every vector has unit norm, and `[Nonempty m]` states that n ≥ 1. The squared norm of D u_j is written out as a sum over components. Within the proof, `htr`, `h1` and `h2` are the traces of S, D² S and D², and `key` is the expansion of S³. The right-hand side is a real number regarded as a complex one, so the formula already contains the reality of T.

```lean
/-- For `N` unit vectors in dimension `n ≥ 1`, the triple sum equals `N³/n²` plus
`∑ⱼ ‖D uⱼ‖²` plus `2N/n` times the sum of the squared moduli of the entries of the defect `D`. -/
theorem tripleSum_eq [DecidableEq m] [Nonempty m] (u : ι → m → ℂ)
    (hu : ∀ j, overlap (u j) (u j) = 1) :
    tripleSum u = (((Fintype.card ι : ℝ) ^ 3 / (Fintype.card m : ℝ) ^ 2
      + ∑ j, ∑ a, ‖(frameDefect u *ᵥ u j) a‖ ^ 2
      + 2 * ((Fintype.card ι : ℝ) / (Fintype.card m : ℝ))
        * ∑ a, ∑ b, ‖frameDefect u a b‖ ^ 2 : ℝ) : ℂ) := by
  have hD := frameDefect_isHermitian u
  have hn : (Fintype.card m : ℂ) ≠ 0 := Nat.cast_ne_zero.mpr Fintype.card_ne_zero
  -- normalisation fixes the trace of the frame operator
  have htr : (frameOp u).trace = (Fintype.card ι : ℂ) := by
    have h := trace_mul_frameOp u 1
    simpa [hu] using h
  -- the two traces containing the defect are sums of squares
  have h1 : (frameDefect u * frameDefect u * frameOp u).trace
      = ((∑ j, ∑ a, ‖(frameDefect u *ᵥ u j) a‖ ^ 2 : ℝ) : ℂ) := by
    rw [trace_mul_frameOp, Complex.ofReal_sum]
    refine Finset.sum_congr rfl fun j _ => ?_
    have h : star (frameDefect u *ᵥ u j) = star (u j) ᵥ* frameDefect u := by
      rw [star_mulVec, hD.eq]
    rw [← mulVec_mulVec, overlap, dotProduct_mulVec, ← h, Complex.ofReal_sum]
    refine Finset.sum_congr rfl fun a _ => ?_
    rw [Complex.ofReal_pow]
    exact Complex.conj_mul' _
  have h2 : (frameDefect u * frameDefect u).trace
      = ((∑ a, ∑ b, ‖frameDefect u a b‖ ^ 2 : ℝ) : ℂ) := by
    rw [Matrix.trace, Complex.ofReal_sum]
    refine Finset.sum_congr rfl fun a _ => ?_
    rw [diag_apply, mul_apply, Complex.ofReal_sum]
    refine Finset.sum_congr rfl fun b _ => ?_
    rw [← hD.apply b a, Complex.ofReal_pow]
    exact Complex.mul_conj' _
  -- expand the cube of S around the multiple c of the identity
  have key : ∀ (S : Matrix m m ℂ) (c : ℂ), S * S * S
      = (S - c • 1) * (S - c • 1) * S + (2 * c) • ((S - c • 1) * (S - c • 1))
        + (3 * c ^ 2) • S - (2 * c ^ 3) • (1 : Matrix m m ℂ) := by
    intro S c
    simp only [sub_mul, mul_sub, smul_mul_assoc, mul_smul_comm, one_mul, mul_one]
    module
  have hk := key (frameOp u) ((Fintype.card ι : ℂ) / (Fintype.card m : ℂ))
  rw [← frameDefect] at hk
  rw [tripleSum_eq_trace, hk, trace_sub, trace_add, trace_add, trace_smul, trace_smul,
    trace_smul, trace_one, h1, h2, htr]
  simp only [smul_eq_mul, Complex.ofReal_add, Complex.ofReal_mul, Complex.ofReal_div,
    Complex.ofReal_pow, Complex.ofReal_natCast, Complex.ofReal_ofNat]
  field_simp
  ring
```

## The bound and its equality case

Both corrections are nonnegative, so T ≥ N³/n².

Suppose that equality holds. If N > 0, the factor 2N/n is positive, so Σ_ab |D_ab|² = 0. Every entry of D then vanishes, and S = (N/n)·1. If N = 0, both S and (N/n)·1 are zero. Conversely, D = 0 removes both corrections.

The theorem has three parts: the imaginary part of T is zero, its real part is at least N³/n², and equality of the real part with N³/n² is equivalent to the condition on S. The proof splits on whether `ι` is empty, as above, and `linarith` combines the nonnegative terms.

```lean
/-- Third-order frame bound: for `N` unit vectors in dimension `n ≥ 1` the triple sum is real
and at least `N³/n²`, with equality exactly when `∑ⱼ uⱼ uⱼ† = (N/n) 1`. -/
theorem third_order_frame_bound [DecidableEq m] [Nonempty m] (u : ι → m → ℂ)
    (hu : ∀ j, overlap (u j) (u j) = 1) :
    (tripleSum u).im = 0 ∧
    (Fintype.card ι : ℝ) ^ 3 / (Fintype.card m : ℝ) ^ 2 ≤ (tripleSum u).re ∧
    ((tripleSum u).re = (Fintype.card ι : ℝ) ^ 3 / (Fintype.card m : ℝ) ^ 2 ↔
      frameOp u = ((Fintype.card ι : ℂ) / (Fintype.card m : ℂ)) • (1 : Matrix m m ℂ)) := by
  have hA : 0 ≤ ∑ j, ∑ a, ‖(frameDefect u *ᵥ u j) a‖ ^ 2 := by positivity
  have hB : 0 ≤ ∑ a, ∑ b, ‖frameDefect u a b‖ ^ 2 := by positivity
  have hc : 0 ≤ 2 * ((Fintype.card ι : ℝ) / (Fintype.card m : ℝ)) := by positivity
  have hcB := mul_nonneg hc hB
  rw [tripleSum_eq u hu, Complex.ofReal_re, Complex.ofReal_im]
  refine ⟨rfl, by linarith, fun h => ?_, fun h => ?_⟩
  · rcases isEmpty_or_nonempty ι with hι | hι
    · simp [frameOp]
    · -- with at least one state, equality forces every entry of D to vanish
      have hm : (0 : ℝ) < Fintype.card m := Nat.cast_pos.mpr Fintype.card_pos
      have hN : (0 : ℝ) < Fintype.card ι := Nat.cast_pos.mpr Fintype.card_pos
      have hpos : 2 * ((Fintype.card ι : ℝ) / (Fintype.card m : ℝ)) ≠ 0 := by positivity
      have h0 : ∑ a, ∑ b, ‖frameDefect u a b‖ ^ 2 = 0 :=
        (mul_eq_zero.mp (by linarith)).resolve_left hpos
      refine sub_eq_zero.mp (?_ : frameDefect u = 0)
      ext a b
      have ha := (Finset.sum_eq_zero_iff_of_nonneg
        (fun a _ => Finset.sum_nonneg fun b _ => sq_nonneg _)).mp h0 a (Finset.mem_univ a)
      have hab := (Finset.sum_eq_zero_iff_of_nonneg
        (fun b _ => sq_nonneg _)).mp ha b (Finset.mem_univ b)
      exact norm_eq_zero.mp (pow_eq_zero_iff two_ne_zero |>.mp hab)
  · have hD : frameDefect u = 0 := sub_eq_zero.mpr h
    simp [hD]
```

In quantum mechanics, the equality condition for N ≥ 1 says that the operators (n/N) u_j u_j† form a generalised measurement (a POVM, whose outcomes need not be orthogonal), here with finitely many rank-one outcomes of equal weight in a finite-dimensional space.

## Three trine states attain the bound

Take three real qubit states at mutual angles of 120°:

u_0 = (1, 0), u_1 = (−1/2, √3/2), u_2 = (−1/2, −√3/2).

```lean
/-- The three trine states of a qubit, real vectors at mutual angles of 120 degrees. -/
def trine : Fin 3 → Fin 2 → ℂ :=
  ![![1, 0], ![-1 / 2, ((√3 : ℝ) : ℂ) / 2], ![-1 / 2, -((√3 : ℝ) : ℂ) / 2]]
```

They are normalised, since 1/4 + 3/4 = 1. The diagonal entries of S are 1 + 1/4 + 1/4 = 3/2 and 3/4 + 3/4 = 3/2, and the off-diagonal entries are −√3/4 + √3/4 = 0. So S = (3/2)·1, and the equality case gives T = 3³/2² = 27/4.

A direct count agrees. Different states have overlap −1/2, so the 3 triples with all labels equal contribute 1 each, the 18 with exactly two equal contribute 1/4 each, and the 6 with all labels different contribute −1/8 each:

3 + 18/4 − 6/8 = 27/4.

The Lean proof checks the norms and the entries of S case by case, using (√3)² = 3, and then takes the value of T from the bound's equality case.

```lean
/-- The trine states are normalised, their projectors sum to `3/2` times the identity, and
their triple sum is `27/4`. -/
theorem trine_witness : (∀ j, overlap (trine j) (trine j) = 1) ∧
    frameOp trine = (3 / 2 : ℂ) • (1 : Matrix (Fin 2) (Fin 2) ℂ) ∧
    tripleSum trine = 27 / 4 := by
  have hs : ((√3 : ℝ) : ℂ) * ((√3 : ℝ) : ℂ) = 3 := by
    rw [← Complex.ofReal_mul, Real.mul_self_sqrt (by norm_num)]
    norm_num
  have hc : (starRingEnd ℂ) 2 = 2 := Complex.ext (by simp) (by simp)
  have hu : ∀ j, overlap (trine j) (trine j) = 1 := by
    intro j
    fin_cases j <;> simp [overlap, trine, dotProduct, Fin.sum_univ_two, hc] <;>
      linear_combination (1 / 4 : ℂ) * hs
  have hf : frameOp trine = (3 / 2 : ℂ) • (1 : Matrix (Fin 2) (Fin 2) ℂ) := by
    ext a b
    fin_cases a <;> fin_cases b <;>
      simp [frameOp, trine, Matrix.sum_apply, vecMulVec_apply, Fin.sum_univ_three, hc] <;>
      first | ring1 | linear_combination (1 / 2 : ℂ) * hs
  obtain ⟨him, -, heq⟩ := third_order_frame_bound trine hu
  -- the frame condition gives equality in the bound
  have hre := heq.mpr (by rw [hf]; simp)
  refine ⟨hu, hf, Complex.ext ?_ ?_⟩
  · rw [hre]
    norm_num
  · rw [him]
    norm_num

end

end ThirdOrderFrameBound
```

```lean
#print axioms ThirdOrderFrameBound.tripleSum_eq
-- 'ThirdOrderFrameBound.tripleSum_eq' depends on axioms: [propext, Classical.choice, Quot.sound]
#print axioms ThirdOrderFrameBound.third_order_frame_bound
-- 'ThirdOrderFrameBound.third_order_frame_bound' depends on axioms: [propext, Classical.choice, Quot.sound]
```
